# A bound on the static screening correction to Hartree-Fock exchange for positive semidefinite $v-W$

A: Take a finite orthonormal basis of sites with density-density interactions. Let $P$ be a Hermitian projector, the one-particle density matrix, and let $D=v-W$, the bare minus the screened interaction, be positive semidefinite. Then the static screening correction, the static COHSEX self-energy minus bare exchange, $C_{ij}=P_{ij}D_{ij}-\tfrac12\delta_{ij}D_{ii}$ satisfies, for every vector $x$,

$$|x^\dagger C x|\le \tfrac12\sum_i D_{ii}|x_i|^2 .$$

For real $P$, $D$ and $x$ this reads $|x^TCx|\le\tfrac12\sum_i D_{ii}x_i^2$.

Q: The first term of $C$ is nonlocal and can have either sign off the diagonal. Why should a purely local quantity control it?

A: Because $P$ is a Hermitian projector and $D$ is positive semidefinite. Write $\langle A\rangle=x^\dagger Ax=\sum_{ij}\bar x_iA_{ij}x_j$, and $P\circ D$ for the matrix with entries $P_{ij}D_{ij}$. From $P=P^2$ and $P=P^\dagger$ we have $P_{ij}=\sum_k P_{ik}P_{kj}=\sum_k\overline{P_{ki}}P_{kj}$, hence

$$\langle P\circ D\rangle=\sum_k\sum_{ij}\overline{P_{ki}x_i}\,D_{ij}\,P_{kj}x_j\ge 0 ,$$

since each term of the sum over $k$ is an expectation value of $D$, in the vector with components $P_{ki}x_i$.

The projector onto the empty space, $Q=1-P$, is also Hermitian, and $Q^2=1-2P+P^2=Q$. So $a=\langle P\circ D\rangle$ and $b=\langle Q\circ D\rangle$ are both nonnegative. Since $P+Q=1$, only the diagonal survives in their sum:

$$a+b=\sum_i D_{ii}|x_i|^2 .$$

The same diagonal matrix, with entries $D_{ii}$, is $P\circ D+Q\circ D$. Subtracting it from $2P\circ D$ gives $2C=P\circ D-Q\circ D$, so $2\langle C\rangle=a-b$. For nonnegative numbers $|a-b|\le a+b$, and dividing by two gives the bound.

Q: Now the formal version. What kind of system does it describe?

A: A finite set `n` of sites or localised orbitals, taken as orthonormal, with amplitudes in `𝕜`, which is either the real or the complex numbers.

```lean
import Mathlib

open Matrix
open scoped ComplexOrder

namespace StaticScreeningCorrection

noncomputable section

variable {n 𝕜 : Type*} [Fintype n] [DecidableEq n] [RCLike 𝕜]
```

Q: Can it describe a crystal? I see no lattice.

A: A finite crystal with periodic boundary conditions is one instance, and complex entries accommodate Bloch phases. Translation symmetry is never used. The infinite crystal and the long-wavelength limit of the Coulomb interaction are not covered.

The expectation value is $x^\dagger Ax$, with no normalisation imposed on $x$. For a normalised state, the right-hand side of the bound is half the average of $D_{ii}$ over the site probabilities $|x_i|^2$.

```lean
/-- The expectation value `x† A x` of a one-particle operator. -/
def expect (A : Matrix n n 𝕜) (x : n → 𝕜) : 𝕜 := star x ⬝ᵥ A *ᵥ x
```

Q: And the exchange operator? In a general basis it needs four-index integrals.

A: Here the interaction is of density-density form, with one number $v_{ij}$ per pair of sites, so exchange is $-P_{ij}v_{ij}$. `P` belongs to one spin channel, or to spin-orbitals, so that occupations are zero or one. The symbol `⊙` is the entrywise product.

```lean
/-- The Hartree-Fock exchange operator of density matrix `P` and bare interaction `v`. -/
def bareExchange (P v : Matrix n n 𝕜) : Matrix n n 𝕜 := -(P ⊙ v)
```

The static COHSEX self-energy replaces $v$ by $W$ in the exchange and adds the Coulomb hole $\tfrac12(W_{ii}-v_{ii})$, which is local.

```lean
/-- The static COHSEX self-energy: exchange screened by `W`, plus the local Coulomb hole. -/
def cohsex (P v W : Matrix n n 𝕜) : Matrix n n 𝕜 :=
  -(P ⊙ W) + Matrix.diagonal fun i => (W i i - v i i) / 2

/-- The static screening correction `C_ij = P_ij D_ij - δ_ij D_ii / 2`. -/
def screeningCorrection (P D : Matrix n n 𝕜) : Matrix n n 𝕜 :=
  P ⊙ D - Matrix.diagonal fun i => D i i / 2
```

Q: So far $C$ is only a definition. Does it equal the difference between the two self-energies?

A: Yes, and that is a theorem. Entry by entry, $-P_{ij}W_{ij}+P_{ij}v_{ij}=P_{ij}D_{ij}$, and the Coulomb hole supplies $-\tfrac12D_{ii}$ on the diagonal. The proof separates the cases $i=j$ and $i\ne j$ and finishes with algebra.

```lean
omit [Fintype n] in
/-- The COHSEX self-energy minus bare exchange is the screening correction with
`D = v - W`, the bare minus the screened interaction. -/
theorem cohsex_sub_bareExchange (P v W : Matrix n n 𝕜) :
    cohsex P v W - bareExchange P v = screeningCorrection P (v - W) := by
  ext i j
  simp only [cohsex, bareExchange, screeningCorrection, Matrix.sub_apply, Matrix.add_apply,
    Matrix.neg_apply, Matrix.hadamard_apply, Matrix.diagonal_apply]
  split_ifs <;> ring
```

Q: Then the physics must sit in the positivity of $D$. Is that derived?

A: It is assumed. It stands for the stability of the medium: a static test charge polarises its surroundings and thereby lowers its energy. With $\chi$ the full static density response to an external potential, one has $W=v+v\chi v$, so $D=-v\chi v$, which is positive semidefinite when $v$ is Hermitian and $\chi$ is negative semidefinite. The file contains no $\chi$; it takes `D.PosSemidef` as a hypothesis. Likewise, `P` can be any Hermitian projector, whether or not it solves the Hartree-Fock equations. Fractional occupations lie outside the formal statement, whose proof uses $P^2=P$. The bound itself extends to them, since $C$ is affine in $P$ and a Hermitian matrix with eigenvalues between 0 and 1 is a convex combination of projectors, but that step is not formalised here.

Q: Show me how the proof follows your derivation.

A: First the expectation value is expanded as a double sum.

```lean
omit [DecidableEq n] in
/-- An expectation value written as a double sum over sites. -/
theorem expect_eq_sum (A : Matrix n n 𝕜) (x : n → 𝕜) :
    expect A x = ∑ i, ∑ j, star (x i) * A i j * x j := by
  simp only [expect, dotProduct, Matrix.mulVec, Finset.mul_sum, Pi.star_apply, mul_assoc]
```

Next comes the rewriting of $\langle P\circ D\rangle$ as a sum over $k$, stated for a general projector `Q` so that it serves both the occupied and the empty space. `Finset.sum_comm` moves the sum over $k$ inside, `h` is idempotency read at the entry $(i,j)$, and `hs` is Hermiticity.

```lean
omit [DecidableEq n] in
/-- For a Hermitian projector `Q`, the expectation value of the entrywise product of `Q` and `D` is
a sum of expectation values of `D` in the vectors with components `Q_ki x_i`. -/
theorem expect_hadamard {Q : Matrix n n 𝕜} (hQ : Q.IsHermitian) (hQQ : Q * Q = Q)
    (D : Matrix n n 𝕜) (x : n → 𝕜) :
    expect (Q ⊙ D) x = ∑ k, expect D (fun i => Q k i * x i) := by
  simp only [expect_eq_sum, Matrix.hadamard_apply]
  symm
  rw [Finset.sum_comm]
  refine Finset.sum_congr rfl fun i _ => ?_
  rw [Finset.sum_comm]
  refine Finset.sum_congr rfl fun j _ => ?_
  -- idempotency resolves `Q i j` into a sum over intermediate sites
  have h : ∑ k, Q i k * Q k j = Q i j := by
    simpa only [Matrix.mul_apply] using congrArg (fun M : Matrix n n 𝕜 => M i j) hQQ
  rw [← h]
  simp only [Finset.sum_mul, Finset.mul_sum]
  refine Finset.sum_congr rfl fun k _ => ?_
  have hs : star (Q k i) = Q i k := hQ.apply i k
  rw [star_mul', hs]
  ring
```

Nonnegativity follows term by term.

```lean
omit [DecidableEq n] in
/-- The entrywise product of a Hermitian projector and a positive semidefinite matrix has
nonnegative expectation values. -/
theorem expect_hadamard_nonneg {Q D : Matrix n n 𝕜} (hQ : Q.IsHermitian) (hQQ : Q * Q = Q)
    (hD : D.PosSemidef) (x : n → 𝕜) : 0 ≤ expect (Q ⊙ D) x := by
  rw [expect_hadamard hQ hQQ]
  exact Finset.sum_nonneg fun k _ => hD.dotProduct_mulVec_nonneg _
```

Q: That says `0 ≤` for a possibly complex number. What does it mean?

A: This is the device on which the proof turns. With `ComplexOrder` open, `0 ≤ a` for complex $a$ means that the real part is nonnegative and the imaginary part is zero. One inequality therefore records both that the expectation value is real and that it has the right sign. `RCLike.nonneg_iff` unpacks the two facts, and the next lemma turns them into $|a|=\operatorname{Re}a$. That is what lets a triangle inequality for complex norms end in a sum of real parts.

```lean
private theorem norm_eq_re {a : 𝕜} (h : 0 ≤ a) : ‖a‖ = RCLike.re a := by
  obtain ⟨hr, hi⟩ := RCLike.nonneg_iff.mp h
  have e : ((RCLike.re a : ℝ) : 𝕜) = a := by
    apply RCLike.ext <;> simp [hi]
  calc ‖a‖ = ‖((RCLike.re a : ℝ) : 𝕜)‖ := by rw [e]
    _ = RCLike.re a := by rw [RCLike.norm_ofReal, abs_of_nonneg hr]
```

The empty-space projector is idempotent, by the expansion given above.

```lean
private theorem compl_idem {P : Matrix n n 𝕜} (h : P * P = P) :
    (1 - P) * (1 - P) = 1 - P := by
  have e : (1 - P) * (1 - P) = 1 - P - P + P * P := by noncomm_ring
  rw [e, h]
  abel
```

Then come the two identities for the difference and the sum, $2\langle C\rangle=a-b$ and $a+b=\sum_iD_{ii}|x_i|^2$. The second is stated for real parts, which is all the bound uses. The first is checked entry by entry. In the second, `Finset.sum_eq_single` keeps only the term $j=i$ of each inner sum.

```lean
/-- Twice the expectation value of the screening correction is the part from the occupied
projector `P` minus the part from the empty projector `1 - P`. -/
theorem two_mul_expect_correction (P D : Matrix n n 𝕜) (x : n → 𝕜) :
    2 * expect (screeningCorrection P D) x
      = expect (P ⊙ D) x - expect ((1 - P) ⊙ D) x := by
  simp only [expect_eq_sum, Finset.mul_sum, ← Finset.sum_sub_distrib]
  refine Finset.sum_congr rfl fun i _ => Finset.sum_congr rfl fun j _ => ?_
  simp only [screeningCorrection, Matrix.sub_apply, Matrix.hadamard_apply,
    Matrix.diagonal_apply, Matrix.one_apply]
  split_ifs with h
  · subst h
    ring
  · ring

/-- The real parts of the occupied and empty contributions add up to `∑ Re(D_ii) |x_i|²`. -/
theorem occupied_add_empty (P D : Matrix n n 𝕜) (x : n → 𝕜) :
    RCLike.re (expect (P ⊙ D) x) + RCLike.re (expect ((1 - P) ⊙ D) x)
      = ∑ i, RCLike.re (D i i) * ‖x i‖ ^ 2 := by
  rw [← map_add]
  simp only [expect_eq_sum, ← Finset.sum_add_distrib]
  rw [map_sum]
  refine Finset.sum_congr rfl fun i _ => ?_
  have hx : star (x i) * x i = ((‖x i‖ ^ 2 : ℝ) : 𝕜) := by
    rw [RCLike.star_def, RCLike.conj_mul, RCLike.ofReal_pow]
  -- only the diagonal term survives, since `P + (1 - P) = 1`
  rw [Finset.sum_eq_single i]
  · have e : star (x i) * (P ⊙ D) i i * x i + star (x i) * ((1 - P) ⊙ D) i i * x i
        = ((‖x i‖ ^ 2 : ℝ) : 𝕜) * D i i := by
      rw [← hx]
      simp only [Matrix.hadamard_apply, Matrix.sub_apply, Matrix.one_apply_eq]
      ring
    rw [e, RCLike.re_ofReal_mul, mul_comm]
  · intro j _ hj
    simp only [Matrix.hadamard_apply, Matrix.sub_apply, Matrix.one_apply_ne (Ne.symm hj)]
    ring
  · intro h
    exact absurd (Finset.mem_univ i) h
```

Neither identity needs `P` to be a projector or `D` to be positive; those hypotheses enter only through the signs of $a$ and $b$.

Q: And the bound itself?

A: `ha` and `hb` replace the norms of $a$ and $b$ by their real parts, and `ht` is the triangle inequality $|a-b|\le|a|+|b|$. The rewriting turns its left side into $2|\langle C\rangle|$ and its right side into the local sum; `linarith` divides by two.

```lean
/-- For a Hermitian projector `P` and positive semidefinite `D`, the static screening correction `C`
satisfies `|x† C x| ≤ (1/2) ∑ D_ii |x_i|²` for every vector `x`. -/
theorem norm_expect_correction_le {P D : Matrix n n 𝕜} (hP : P.IsHermitian) (hPP : P * P = P)
    (hD : D.PosSemidef) (x : n → 𝕜) :
    ‖expect (screeningCorrection P D) x‖ ≤ 1 / 2 * ∑ i, RCLike.re (D i i) * ‖x i‖ ^ 2 := by
  have ha := norm_eq_re (expect_hadamard_nonneg hP hPP hD x)
  have hb := norm_eq_re
    (expect_hadamard_nonneg (Matrix.isHermitian_one.sub hP) (compl_idem hPP) hD x)
  have ht := norm_sub_le (expect (P ⊙ D) x) (expect ((1 - P) ⊙ D) x)
  rw [← two_mul_expect_correction, norm_mul, RCLike.norm_two, ha, hb, occupied_add_empty] at ht
  linarith
```

The real statement is a special case: a real symmetric matrix is Hermitian, and the norm becomes an absolute value.

```lean
/-- The bound for a real symmetric projector `P`, real positive semidefinite `D` and real `x`: `|xᵀ
C x| ≤ (1/2) ∑ D_ii x_i²`. -/
theorem abs_real_correction_le {P D : Matrix n n ℝ} (hP : P.IsSymm) (hPP : P * P = P)
    (hD : D.PosSemidef) (x : n → ℝ) :
    |x ⬝ᵥ screeningCorrection P D *ᵥ x| ≤ 1 / 2 * ∑ i, D i i * x i ^ 2 := by
  have hH : P.IsHermitian := by
    rw [Matrix.IsHermitian, Matrix.conjTranspose_eq_transpose_of_trivial]
    exact hP
  simpa [expect] using norm_expect_correction_le hH hPP hD x
```

Q: Could the factor $\tfrac12$ be improved?

A: Not in general. If every orbital is occupied, $P=1$, the empty part vanishes and the real part of $\langle C\rangle$ equals the right-hand side for every $x$. For positive semidefinite $D$ the expectation value is itself real, so the bound is then an equality. A single site with $D_{11}>0$ already rules out a smaller constant. Physically, such a $D$ cannot come from transitions within the filled set, which has no empty orbitals.

```lean
/-- When all orbitals are occupied, `P = 1`, the real part of the expectation value equals `(1/2) ∑
Re(D_ii) |x_i|²` for every vector `x`. -/
theorem correction_sharp (D : Matrix n n 𝕜) (x : n → 𝕜) :
    RCLike.re (expect (screeningCorrection 1 D) x)
      = 1 / 2 * ∑ i, RCLike.re (D i i) * ‖x i‖ ^ 2 := by
  -- the empty part vanishes
  have hz : expect ((1 - 1) ⊙ D) x = 0 := by
    simp [expect_eq_sum]
  have hc := congrArg RCLike.re (two_mul_expect_correction 1 D x)
  have ht := occupied_add_empty 1 D x
  rw [two_mul, map_add, map_sub, hz, map_zero] at hc
  rw [hz, map_zero] at ht
  linarith
```

Q: Give me a case with a real bond in it.

A: Take two sites, with

$$P=\begin{pmatrix}\tfrac12&\tfrac12\\ \tfrac12&\tfrac12\end{pmatrix},\qquad D=\begin{pmatrix}2&1\\1&2\end{pmatrix},\qquad C=\begin{pmatrix}0&\tfrac12\\ \tfrac12&0\end{pmatrix}.$$

The occupied bonding state $x=(1,1)/\sqrt2$ has $a=\tfrac32$ and $b=\tfrac12$, so $\langle C\rangle=\tfrac12$. The bound is $\tfrac12(a+b)=1$. The empty antibonding state $(1,-1)/\sqrt2$ has $\langle C\rangle=-\tfrac12$, with the same bound. Screening raises the occupied level and lowers the empty one, so in this example the gap shrinks by $1$ relative to Hartree-Fock. This $D$ stands for screening by a polarisable environment around the two sites. Their own response at fixed electron number would give a singular $D$, because a uniform potential moves no charge.

The file confirms that this pair meets the hypotheses. Positive definiteness of $D$ comes from $x^TDx=x_0^2+x_1^2+(x_0+x_1)^2$, where Lean numbers the two sites 0 and 1.

```lean
/-- The two-by-two real matrix with all entries `1/2` is Hermitian and idempotent, and the matrix
with diagonal entries `2` and off-diagonal entries `1` is positive definite. -/
theorem correction_witness :
    (!![1/2, 1/2; 1/2, 1/2] : Matrix (Fin 2) (Fin 2) ℝ).IsHermitian ∧
    (!![1/2, 1/2; 1/2, 1/2] : Matrix (Fin 2) (Fin 2) ℝ) * !![1/2, 1/2; 1/2, 1/2]
      = !![1/2, 1/2; 1/2, 1/2] ∧
    (!![2, 1; 1, 2] : Matrix (Fin 2) (Fin 2) ℝ).PosDef := by
  refine ⟨Matrix.IsHermitian.ext fun i j => by fin_cases i <;> fin_cases j <;> simp, ?_, ?_⟩
  · ext i j
    fin_cases i <;> fin_cases j <;> norm_num [Matrix.mul_apply, Fin.sum_univ_two]
  · rw [Matrix.posDef_iff_dotProduct_mulVec]
    refine ⟨Matrix.IsHermitian.ext fun i j => by fin_cases i <;> fin_cases j <;> simp, ?_⟩
    intro x hx
    have h : star x ⬝ᵥ (!![2, 1; 1, 2] : Matrix (Fin 2) (Fin 2) ℝ) *ᵥ x
        = x 0 ^ 2 + x 1 ^ 2 + (x 0 + x 1) ^ 2 := by
      simp [dotProduct, Matrix.mulVec, Fin.sum_univ_two]
      ring
    have key : 0 < x 0 ^ 2 + x 1 ^ 2 + (x 0 + x 1) ^ 2 := by
      by_contra hn
      have h0 : x 0 ^ 2 = 0 := by
        linarith [sq_nonneg (x 0), sq_nonneg (x 1), sq_nonneg (x 0 + x 1)]
      have h1 : x 1 ^ 2 = 0 := by
        linarith [sq_nonneg (x 0), sq_nonneg (x 1), sq_nonneg (x 0 + x 1)]
      apply hx
      funext i
      fin_cases i
      · simpa using h0
      · simpa using h1
    rw [h]
    exact key

end

end StaticScreeningCorrection
```

Q: What does this tell me about an actual calculation?

A: It limits the first-order level shifts when COHSEX replaces bare exchange at a fixed density matrix, in a finite model with density-density interactions. If all $D_{ii}$ equal $d$, no normalised orbital shifts by more than $d/2$ at that order. Changes from iterating to self-consistency, and from the frequency dependence of $W$, are not bounded by it.

```lean
#print axioms StaticScreeningCorrection.cohsex_sub_bareExchange
-- 'StaticScreeningCorrection.cohsex_sub_bareExchange' depends on axioms: [propext, Classical.choice, Quot.sound]
#print axioms StaticScreeningCorrection.norm_expect_correction_le
-- 'StaticScreeningCorrection.norm_expect_correction_le' depends on axioms: [propext, Classical.choice, Quot.sound]
#print axioms StaticScreeningCorrection.abs_real_correction_le
-- 'StaticScreeningCorrection.abs_real_correction_le' depends on axioms: [propext, Classical.choice, Quot.sound]
#print axioms StaticScreeningCorrection.correction_sharp
-- 'StaticScreeningCorrection.correction_sharp' depends on axioms: [propext, Classical.choice, Quot.sound]
```
